# Delayed acceptance keeps at least a fraction exp(−d) of the Metropolis acceptance when the surrogate's log-error varies by at most d

A delayed-acceptance move is represented here by one number, the probability that a proposed move from $x$ to $y$ passes both of its stages. Let $p$ be the target weights and $s$ the weights of a cheaper surrogate, neither necessarily normalised. The first stage accepts with probability $\min(1,a)$ and the second with $\min(1,b)$, where

$$a=\frac{s(y)}{s(x)},\qquad b=\frac{p(y)\,s(x)}{p(x)\,s(y)},\qquad ab=\frac{p(y)}{p(x)}.$$

`delayed` is the product of the two, and `metropolis` is the one-stage rule $\min(1,ab)$. Neither contains a proposal ratio, so they are the usual rules for symmetric proposals.

The quality of the surrogate is measured by its log-error $L(x)=\log(p(x)/s(x))$, called `logError`. For Boltzmann weights at inverse temperature $\beta$, $L$ is $\beta$ times the energy error of the surrogate (surrogate energy minus target energy), up to a constant. Only differences of $L$ matter, so a constant energy offset costs nothing.

```lean
import Mathlib

open Finset

namespace DelayedAcceptance

noncomputable section

variable {X : Type*}

/-- The Metropolis acceptance probability of a move from `x` to `y` for target weights `p`. -/
def metropolis (p : X → ℝ) (x y : X) : ℝ := min 1 (p y / p x)

/-- The delayed acceptance probability: the move is first screened with the surrogate `s`,
then corrected with the target `p`. -/
def delayed (p s : X → ℝ) (x y : X) : ℝ :=
  min 1 (s y / s x) * min 1 (p y * s x / (p x * s y))

/-- The logarithmic error of the surrogate `s` at the state `x`. -/
def logError (p s : X → ℝ) (x : X) : ℝ := Real.log (p x / s x)
```

## Positive weights

The hypotheses `hp` and `hs` say that every state has positive weight under both target and surrogate: no configuration is forbidden. By hand, they allow the division and the logarithm in

$$b=\frac{p(y)/s(y)}{p(x)/s(x)}=e^{L(y)-L(x)}.$$

The proof uses them in the same way: `Real.exp_log` needs a positive argument, and `field_simp` needs nonzero denominators.

```lean
/-- The second-stage ratio is the exponential of the change in the surrogate's
logarithmic error. -/
theorem correction_eq_exp {p s : X → ℝ} (hp : ∀ x, 0 < p x) (hs : ∀ x, 0 < s x) (x y : X) :
    p y * s x / (p x * s y) = Real.exp (logError p s y - logError p s x) := by
  unfold logError
  rw [Real.exp_sub, Real.exp_log (div_pos (hp y) (hs y)),
    Real.exp_log (div_pos (hp x) (hs x))]
  have h1 := (hp x).ne'
  have h2 := (hs x).ne'
  have h3 := (hs y).ne'
  field_simp
```

If the surrogate vanishes at a state that the target allows, the first stage never lets the chain in, and the bound fails. Lean's conventions $1/0=0$ and $\log 0=0$ would hide this by giving such a state log-error zero, so positivity has to be assumed explicitly.

## A log-error that varies by at most d

The hypothesis `h` is $|L(x)-L(y)|\le d$ for all $x,y$. For Boltzmann weights, $d$ bounds $\beta$ times the spread of the surrogate's energy error over all states. It is assumed, not derived from any property of a particular surrogate.

It gives $e^{-d}\le b\le e^{d}$, and two cases remain.

- If $b\le 1$, then $ab\le a$, so $\min(1,ab)\le\min(1,a)$. Multiplying by $e^{-d}\le b$ gives $e^{-d}\min(1,ab)\le b\min(1,a)$, which is the two-stage acceptance.
- If $b\ge 1$, the second stage always accepts, and $e^{-d}\min(1,ab)$ must be at most both $1$ and $a$. The first holds because $1\le b\le e^d$ gives $e^{-d}\le 1$. The second holds because $e^{-d}ab\le e^{-d}a\,e^{d}=a$.

Hence $e^{-d}\min(1,ab)\le\min(1,a)\min(1,b)$. In `split_filter_bound`, `le_total b 1` makes the case distinction, and each `calc` block is one of these chains of inequalities.

```lean
/-- If the second-stage ratio `b` lies between `exp (-d)` and `exp d`, splitting the ratio
`a * b` into two filters keeps at least the fraction `exp (-d)` of the one-stage acceptance. -/
theorem split_filter_bound {a b d : ℝ} (ha : 0 < a) (hl : Real.exp (-d) ≤ b)
    (hu : b ≤ Real.exp d) :
    Real.exp (-d) * min 1 (a * b) ≤ min 1 a * min 1 b := by
  have he : 0 < Real.exp (-d) := Real.exp_pos _
  have hb : 0 < b := lt_of_lt_of_le he hl
  have hE : Real.exp (-d) * Real.exp d = 1 := by
    rw [← Real.exp_add, neg_add_cancel, Real.exp_zero]
  rcases le_total b 1 with h | h
  · -- the correction lowers the ratio: the second filter itself is at least exp (-d)
    rw [min_eq_right h]
    have hm : min 1 (a * b) ≤ min 1 a := min_le_min le_rfl (by nlinarith)
    calc Real.exp (-d) * min 1 (a * b) ≤ b * min 1 a :=
          mul_le_mul hl hm (le_min zero_le_one (mul_pos ha hb).le) hb.le
      _ = min 1 a * b := mul_comm _ _
  · -- the correction raises the ratio: the second filter always accepts
    rw [min_eq_left h, mul_one]
    apply le_min
    · calc Real.exp (-d) * min 1 (a * b) ≤ Real.exp (-d) * 1 :=
            mul_le_mul_of_nonneg_left (min_le_left _ _) he.le
        _ ≤ Real.exp (-d) * Real.exp d := mul_le_mul_of_nonneg_left (h.trans hu) he.le
        _ = 1 := hE
    · calc Real.exp (-d) * min 1 (a * b) ≤ Real.exp (-d) * (a * b) :=
            mul_le_mul_of_nonneg_left (min_le_right _ _) he.le
        _ ≤ Real.exp (-d) * (a * Real.exp d) :=
            mul_le_mul_of_nonneg_left (mul_le_mul_of_nonneg_left hu ha.le) he.le
        _ = a := by linear_combination a * hE
```

The theorem for $p$ and $s$ rewrites the target ratio as $ab$ and takes the two bounds on $b$ from `h y x`. It holds for any state space, finite or not.

```lean
/-- If the logarithmic error of the surrogate varies by at most `d`, delayed acceptance accepts
every move with at least `exp (-d)` times the Metropolis probability. -/
theorem delayed_ge_metropolis {p s : X → ℝ} {d : ℝ} (hp : ∀ x, 0 < p x) (hs : ∀ x, 0 < s x)
    (h : ∀ x y, |logError p s x - logError p s y| ≤ d) (x y : X) :
    Real.exp (-d) * metropolis p x y ≤ delayed p s x y := by
  -- the target ratio is the product of the two stage ratios
  have hr : p y / p x = s y / s x * (p y * s x / (p x * s y)) := by
    have h1 := (hp x).ne'
    have h2 := (hs x).ne'
    have h3 := (hs y).ne'
    field_simp
  have hb := abs_le.mp (h y x)
  unfold metropolis delayed
  rw [hr]
  apply split_filter_bound (div_pos (hs y) (hs x))
  · rw [correction_eq_exp hp hs]
    exact Real.exp_le_exp.mpr hb.1
  · rw [correction_eq_exp hp hs]
    exact Real.exp_le_exp.mpr hb.2
```

For a numerical instance, take three states with $p=(4,2,4)$ and $s=(4,1,2)$. Then $L=(0,\log 2,\log 2)$, so $d=\log 2$ and $e^{-d}=1/2$.

| Move | $a$ | $b$ | Metropolis | Delayed | Lower bound |
|---|---|---|---|---|---|
| 1 → 2 | 1/4 | 2 | 1/2 | 1/4 | 1/4 |
| 2 → 3 | 2 | 1 | 1 | 1 | 1/2 |

The first move attains the bound; the second loses nothing.

Without a limit on $d$, no positive fraction is guaranteed. Take a flat target on two states and a surrogate with weights $1$ on `false` and $e^{-d}$ on `true`, where $d\ge 0$. The log-errors are $0$ and $d$. For the move from `false` to `true`, $a=e^{-d}$ and $b=e^{d}$, so delayed acceptance gives $e^{-d}$ where Metropolis gives $1$. The factor is therefore attained for every $d\ge 0$. The proof evaluates both log-errors and then checks positivity, the error bound and the equality in turn.

```lean
/-- A two-state surrogate with weight `1` on `false` and `exp (-d)` on `true`. -/
def tilted (d : ℝ) (b : Bool) : ℝ := if b then Real.exp (-d) else 1

/-- For every `d ≥ 0` the factor `exp (-d)` is attained: a flat two-state target with the tilted
surrogate meets the error bound, and the move from `false` to `true` gives equality. -/
theorem delayed_bound_sharp {d : ℝ} (hd : 0 ≤ d) :
    (∀ x, 0 < tilted d x) ∧
    (∀ x y, |logError (fun _ => 1) (tilted d) x - logError (fun _ => 1) (tilted d) y| ≤ d) ∧
    delayed (fun _ => 1) (tilted d) false true =
      Real.exp (-d) * metropolis (fun _ => 1) false true := by
  have ht : tilted d true = Real.exp (-d) := by simp [tilted]
  have hf : tilted d false = 1 := by simp [tilted]
  have lt : logError (fun _ => 1) (tilted d) true = d := by
    simp only [logError, ht, one_div, Real.log_inv, Real.log_exp, neg_neg]
  have lf : logError (fun _ => 1) (tilted d) false = 0 := by
    simp only [logError, hf, div_one, Real.log_one]
  refine ⟨?_, ?_, ?_⟩
  · intro x
    cases x
    · rw [hf]; exact one_pos
    · rw [ht]; exact Real.exp_pos _
  · intro x y
    cases x <;> cases y <;> simp only [lt, lf] <;> rw [abs_le] <;> constructor <;> linarith
  · -- the first stage accepts with probability exp (-d), the second always accepts
    have h1 : Real.exp (-d) ≤ 1 := Real.exp_le_one_iff.mpr (by linarith)
    have h2 : 1 ≤ 1 / Real.exp (-d) := by
      rw [le_div_iff₀ (Real.exp_pos _)]
      linarith
    simp only [delayed, metropolis, ht, hf, div_one, one_mul, min_self,
      min_eq_right h1, min_eq_left h2]
```

## Finitely many states and nonnegative proposals

Averages over $p$ are finite sums, which is why `Fintype X` enters here; on an infinite space, convergence would have to be added. For an observable $f$, proposal weights $q(x,y)$ and an acceptance rule $\alpha$, the mean squared jump is

$$J_\alpha(f)=\frac{\sum_x p(x)\sum_y q(x,y)\,\alpha(x,y)\,(f(y)-f(x))^2}{\sum_x p(x)}.$$

```lean
variable [Fintype X]

/-- The weighted average of an observable `g`, with the weights `p` divided by their sum. -/
def average (p g : X → ℝ) : ℝ := (∑ x, p x * g x) / ∑ x, p x

/-- The variance of an observable `f` under the weights `p`. -/
def variance (p f : X → ℝ) : ℝ := average p (fun x => (f x - average p f) ^ 2)

/-- The mean squared change of `f` in one step started from `p`, with proposal `q` and
acceptance probability `α`. -/
def meanSquaredJump (p : X → ℝ) (q α : X → X → ℝ) (f : X → ℝ) : ℝ :=
  average p (fun x => ∑ y, q x y * α x y * (f y - f x) ^ 2)

/-- The Poincaré inequality with constant `γ`: half the mean squared jump of every observable is
at least `γ` times its variance. -/
def Poincare (p : X → ℝ) (q α : X → X → ℝ) (γ : ℝ) : Prop :=
  ∀ f : X → ℝ, γ * variance p f ≤ meanSquaredJump p q α f / 2
```

The hypothesis `hq` says $q(x,y)\ge 0$, as proposal probabilities are; neither symmetry nor normalisation of $q$ is needed for the inequality. Multiplying the acceptance bound by $p(x)\,q(x,y)\,(f(y)-f(x))^2\ge 0$, summing, and dividing by $\sum_x p(x)$ gives

$$e^{-d}J_{\text{Metropolis}}(f)\le J_{\text{delayed}}(f).$$

A negative $q(x,y)$ would reverse the inequality for its term. In the proof, the two uses of `sum_le_sum` reduce the claim to single moves, and `key` is the weighted acceptance bound.

```lean
/-- Under delayed acceptance the mean squared jump of every observable is at least `exp (-d)`
times its Metropolis value. -/
theorem meanSquaredJump_ge {p s : X → ℝ} {q : X → X → ℝ} {d : ℝ} (hp : ∀ x, 0 < p x)
    (hs : ∀ x, 0 < s x) (hq : ∀ x y, 0 ≤ q x y)
    (h : ∀ x y, |logError p s x - logError p s y| ≤ d) (f : X → ℝ) :
    Real.exp (-d) * meanSquaredJump p q (metropolis p) f ≤
      meanSquaredJump p q (delayed p s) f := by
  simp only [meanSquaredJump, average]
  rw [← mul_div_assoc, div_eq_mul_inv, div_eq_mul_inv]
  refine mul_le_mul_of_nonneg_right ?_ (inv_nonneg.mpr (sum_nonneg fun x _ => (hp x).le))
  rw [mul_sum]
  refine sum_le_sum fun x _ => ?_
  rw [mul_left_comm]
  refine mul_le_mul_of_nonneg_left ?_ (hp x).le
  rw [mul_sum]
  refine sum_le_sum fun y _ => ?_
  -- compare the two rules move by move
  have key := mul_le_mul_of_nonneg_left (delayed_ge_metropolis hp hs h x y)
    (mul_nonneg (hq x y) (sq_nonneg (f y - f x)))
  linarith
```

## A Poincaré inequality for Metropolis

The last hypothesis, `hγ`, is $\gamma\,\mathrm{Var}(f)\le J_{\text{Metropolis}}(f)/2$ for every real observable $f$. With a symmetric, normalised proposal and at least two states, the largest possible $\gamma$ is the Metropolis chain's spectral gap, the distance from $1$ to the second-largest eigenvalue of its transition matrix (counted with multiplicity). This gap sets the relaxation rate unless some eigenvalue lies closer to $-1$ than the second-largest one lies to $1$. Its value is an input. Multiplying by $e^{-d}$ and using the jump comparison gives

$$e^{-d}\gamma\,\mathrm{Var}(f)\le \tfrac12 e^{-d}J_{\text{Metropolis}}(f)\le\tfrac12 J_{\text{delayed}}(f).$$

In the proof, `h1` and `h2` are these two inequalities, and `linarith` joins them. The comparison of the jumps does not need `hγ`; the variance enters the proof only through it.

```lean
/-- If Metropolis sampling satisfies the Poincaré inequality with constant `γ`, delayed acceptance
with the same proposal satisfies it with constant `exp (-d) * γ`. -/
theorem poincare_delayed {p s : X → ℝ} {q : X → X → ℝ} {d γ : ℝ} (hp : ∀ x, 0 < p x)
    (hs : ∀ x, 0 < s x) (hq : ∀ x y, 0 ≤ q x y)
    (h : ∀ x y, |logError p s x - logError p s y| ≤ d)
    (hγ : Poincare p q (metropolis p) γ) :
    Poincare p q (delayed p s) (Real.exp (-d) * γ) := by
  intro f
  have h1 := mul_le_mul_of_nonneg_left (hγ f) (Real.exp_pos (-d)).le
  have h2 := meanSquaredJump_ge hp hs hq h f
  linarith

end

end DelayedAcceptance
```

For a finite state space with at least two states, a symmetric, normalised proposal and a surrogate energy whose error has a known spread, this limits how much screening moves with the cheaper model can reduce the spectral gap: at least the fraction $e^{-d}$ of it remains. The saving in computing time per step is a separate matter.

```lean
#print axioms DelayedAcceptance.delayed_ge_metropolis
#print axioms DelayedAcceptance.delayed_bound_sharp
#print axioms DelayedAcceptance.poincare_delayed
```

```
'DelayedAcceptance.delayed_ge_metropolis' depends on axioms: [propext, Classical.choice, Quot.sound]
'DelayedAcceptance.delayed_bound_sharp' depends on axioms: [propext, Classical.choice, Quot.sound]
'DelayedAcceptance.poincare_delayed' depends on axioms: [propext, Classical.choice, Quot.sound]
```
